# The Chambers relation for the Hofstadter model at rational flux

An electron hops on a square lattice threaded by $p/q$ flux quanta per plaquette, with $p$ and $q$ coprime, and its energies follow from a $q\times q$ Hamiltonian containing two Bloch phases $a$ and $b$. How does the secular determinant depend on those phases?

In Lean 4 with Mathlib:

```lean
import Mathlib

open Polynomial Matrix

namespace ChambersRelation

noncomputable section

variable {q : ℕ} {ω : ℂ}

/-- The cyclic shift `U`, which moves site `j` to site `j + 1` modulo `q`. -/
def shift (q : ℕ) : Matrix (Fin q) (Fin q) ℂ :=
  Matrix.of fun i j => if (i : ℕ) = ((j : ℕ) + 1) % q then 1 else 0

/-- The clock matrix `V`, diagonal with entries `ω ^ j`. -/
def clock (q : ℕ) (ω : ℂ) : Matrix (Fin q) (Fin q) ℂ :=
  Matrix.diagonal fun j => ω ^ (j : ℕ)

/-- The Hofstadter Bloch Hamiltonian `exp(ia) U + exp(ib) V` plus its adjoint. -/
def hofstadter (q : ℕ) (ω : ℂ) (a b : ℝ) : Matrix (Fin q) (Fin q) ℂ :=
  (Complex.exp (a * Complex.I) • shift q + Complex.exp (b * Complex.I) • clock q ω) +
    (Complex.exp (a * Complex.I) • shift q + Complex.exp (b * Complex.I) • clock q ω)ᴴ

/-- The characteristic polynomial of the Hamiltonian at zero phases, plus 4. -/
def chambersPoly (q : ℕ) (ω : ℂ) : ℂ[X] := (hofstadter q ω 0 0).charpoly + C 4

/-- The determinant of `x² A + x M + B` is a polynomial in `x` of degree at most `2q`, with
coefficient `det A` at `x^(2q)` and constant term `det B`. -/
theorem quadratic_det (A M B : Matrix (Fin q) (Fin q) ℂ) :
    ∃ p : ℂ[X], p.natDegree ≤ 2 * q ∧ p.coeff (2 * q) = A.det ∧ p.coeff 0 = B.det ∧
      ∀ x, p.eval x = (x ^ 2 • A + x • M + B).det := by
  let P : Matrix (Fin q) (Fin q) ℂ[X] :=
    Matrix.of fun i j => C (A i j) * X ^ 2 + C (M i j) * X + C (B i j)
  have hev : ∀ x, P.det.eval x = (x ^ 2 • A + x • M + B).det := by
    intro x
    have h := (Polynomial.evalRingHom x).map_det P
    rw [Polynomial.coe_evalRingHom] at h
    rw [h]
    congr 1
    ext i j
    simp [P]
    ring
  have hdeg : ∀ i j, (P i j).natDegree ≤ 2 := fun i j => natDegree_quadratic_le
  refine ⟨P.det, ?_, ?_, ?_, hev⟩
  · rw [Matrix.det_apply']
    refine natDegree_sum_le_of_forall_le _ _ (fun σ _ => ?_)
    refine natDegree_mul_le.trans ?_
    rw [natDegree_intCast, zero_add]
    refine (natDegree_prod_le _ _).trans ?_
    refine (Finset.sum_le_sum fun i _ => hdeg (σ i) i).trans ?_
    simp [mul_comm]
  · rw [Matrix.det_apply', Matrix.det_apply', Polynomial.finsetSum_coeff]
    refine Finset.sum_congr rfl fun σ _ => ?_
    have h := coeff_prod_of_natDegree_le (s := Finset.univ) (f := fun i => P (σ i) i)
      (n := 2) (fun i _ => hdeg _ _)
    rw [Finset.card_univ, Fintype.card_fin, mul_comm q 2] at h
    rw [coeff_intCast_mul, h]
    congr 1
    refine Finset.prod_congr rfl fun i _ => ?_
    simp [P]
  · rw [coeff_zero_eq_eval_zero, hev]
    simp

/-- If an invertible `G` commutes with `M` and conjugation by `G` multiplies `A` by a primitive
`q`-th root of unity `ω` and `B` by its inverse, then `det (M + x A + B / x)`, for `x ≠ 0`,
contains only the powers `0`, `q` and `-q` of `x`. -/
theorem det_harmonics (hq : 0 < q) (hω : IsPrimitiveRoot ω q)
    (M A B G : Matrix (Fin q) (Fin q) ℂ) (hG : G.det ≠ 0) (hM : G * M = M * G)
    (hA : G * A = ω • (A * G)) (hB : ω • (G * B) = B * G) :
    ∃ c : ℂ, ∀ x : ℂ, x ≠ 0 →
      (M + x • A + x⁻¹ • B).det = c + x ^ q * A.det + x⁻¹ ^ q * B.det := by
  obtain ⟨p, hd, h2, h0, hev⟩ := quadratic_det A M B
  have hω0 : ω ≠ 0 := hω.ne_zero hq.ne'
  have hp : ∀ x : ℂ, x ≠ 0 → p.eval x = x ^ q * (M + x • A + x⁻¹ • B).det := by
    intro x hx
    have e : x ^ 2 • A + x • M + B = x • (M + x • A + x⁻¹ • B) := by
      rw [smul_add, smul_add, smul_smul, smul_smul, mul_inv_cancel₀ hx, one_smul]
      module
    rw [hev, e, det_smul, Fintype.card_fin]
  have hB' : G * B = ω⁻¹ • (B * G) := by
    rw [← hB, smul_smul, inv_mul_cancel₀ hω0, one_smul]
  -- conjugation by `G` turns the nonzero factor `x` into `ω x`
  have hinv : p.comp (C ω * X) = p := by
    refine Polynomial.funext fun x => ?_
    rw [eval_comp, eval_mul, eval_C, eval_X]
    by_cases hx : x = 0
    · rw [hx, mul_zero]
    have e : G * (M + x • A + x⁻¹ • B) = (M + (ω * x) • A + (ω * x)⁻¹ • B) * G := by
      simp only [mul_add, add_mul, mul_smul_comm, smul_mul_assoc, hM, hA, hB', smul_smul,
        mul_inv]
      rw [mul_comm x ω, mul_comm x⁻¹ ω⁻¹]
    have e' := congrArg Matrix.det e
    rw [det_mul, det_mul, mul_comm] at e'
    rw [hp x hx, hp _ (mul_ne_zero hω0 hx), mul_right_cancel₀ hG e', mul_pow,
      hω.pow_eq_one, one_mul]
  -- hence only the coefficients `0`, `q`, `2q` survive
  have hpoly : p = C (p.coeff 0) + C (p.coeff q) * X ^ q + C (p.coeff (2 * q)) * X ^ (2 * q) := by
    ext k
    simp only [coeff_add, coeff_C_mul, coeff_X_pow, coeff_C]
    by_cases k0 : k = 0
    · rw [if_pos k0, if_neg (by omega), if_neg (by omega), k0]; ring
    by_cases k1 : k = q
    · rw [if_neg k0, if_pos k1, if_neg (by omega), k1]; ring
    by_cases k2 : k = 2 * q
    · rw [if_neg k0, if_neg k1, if_pos k2, k2]; ring
    rw [if_neg k0, if_neg k1, if_neg k2, mul_zero, mul_zero, add_zero, add_zero]
    by_contra hk
    have hle : k ≤ 2 * q := (le_natDegree_of_ne_zero hk).trans hd
    have hc := congrArg (fun r => coeff r k) hinv
    simp only [comp_C_mul_X_coeff] at hc
    have h1 : ω ^ k = 1 := mul_left_cancel₀ hk (by rw [hc, mul_one])
    obtain ⟨m, rfl⟩ := hω.dvd_of_pow_eq_one k h1
    have hm : m ≤ 2 := by
      by_contra h
      have : q * 3 ≤ q * m := Nat.mul_le_mul_left q (by omega)
      omega
    interval_cases m <;> omega
  refine ⟨p.coeff q, fun x hx => mul_left_cancel₀ (pow_ne_zero q hx) ?_⟩
  have e := congrArg (Polynomial.eval x) hpoly
  simp only [eval_add, eval_mul, eval_C, eval_pow, eval_X] at e
  rw [hp x hx, h0, h2] at e
  have hxi : x ^ q * x⁻¹ ^ q = 1 := by rw [← mul_pow, mul_inv_cancel₀ hx, one_pow]
  rw [e]
  linear_combination (-B.det) * hxi

/-- The shift is the permutation matrix of the cyclic rotation of the sites. -/
theorem shift_eq (q : ℕ) :
    shift q = (1 : Matrix (Fin q) (Fin q) ℂ).submatrix id (finRotate q) := by
  ext i j
  have h : (i : ℕ) = ((j : ℕ) + 1) % q ↔ i = finRotate q j := by
    cases q with
    | zero => exact i.elim0
    | succ n =>
      have h1 : ((1 : Fin (n + 1)) : ℕ) = 1 % (n + 1) := rfl
      rw [finRotate_apply, Fin.ext_iff, Fin.val_add, h1, Nat.add_mod_mod]
  simp only [shift, Matrix.of_apply, Matrix.submatrix_apply, id, Matrix.one_apply]
  by_cases hi : i = finRotate q j
  · rw [if_pos hi, if_pos (h.2 hi)]
  · rw [if_neg hi, if_neg (fun h' => hi (h.1 h'))]

/-- For `q ≥ 1` and `ω` a primitive `q`-th root of unity, `det (-U) = det (-V) = -1`. -/
theorem det_neg_shift_clock (hq : 0 < q) (hω : IsPrimitiveRoot ω q) :
    (-shift q).det = -1 ∧ (-clock q ω).det = -1 := by
  constructor
  · obtain ⟨n, rfl⟩ : ∃ n, q = n + 1 := ⟨q - 1, by omega⟩
    have hs : (-1 : ℂ) ^ n * (-1) ^ n = 1 := by rw [← mul_pow]; norm_num
    rw [det_neg, shift_eq, det_permute', sign_finRotate, det_one, Fintype.card_fin]
    push_cast
    rw [pow_succ]
    linear_combination (-1 : ℂ) * hs
  · have e : ∑ i : Fin q, (i : ℕ) = ∑ i ∈ Finset.range q, i :=
      Fin.sum_univ_eq_sum_range (fun i => i) q
    have hS := Finset.sum_range_id_mul_two q
    rw [det_neg, clock, det_diagonal, Fintype.card_fin, Finset.prod_pow_eq_pow_sum, e]
    generalize ∑ i ∈ Finset.range q, i = S at hS
    rcases Nat.even_or_odd' q with ⟨m, h | h⟩
    · -- even `q`: half a turn gives `ω ^ (q/2) = -1`
      obtain ⟨r, hr⟩ : ∃ r, m = r + 1 := ⟨m - 1, by omega⟩
      have hS' : S = m * (2 * r + 1) := by
        rw [show q - 1 = 2 * r + 1 by omega, h] at hS
        linarith
      have hsq : (ω ^ m) ^ 2 = 1 := by
        rw [← pow_mul, mul_comm m 2, ← h, hω.pow_eq_one]
      have hz : (ω ^ m - 1) * (ω ^ m + 1) = 0 := by linear_combination hsq
      have hm : ω ^ m = -1 := by
        rcases mul_eq_zero.1 hz with h1 | h1
        · have := Nat.le_of_dvd (by omega) (hω.dvd_of_pow_eq_one m (sub_eq_zero.1 h1))
          omega
        · exact eq_neg_of_add_eq_zero_left h1
      have e1 : (-1 : ℂ) ^ q = 1 := Even.neg_one_pow ⟨m, by omega⟩
      have e2 : (-1 : ℂ) ^ (2 * r + 1) = -1 := Odd.neg_one_pow ⟨r, rfl⟩
      rw [hS', pow_mul, hm, e1, e2, one_mul]
    · have hS' : S = q * m := by
        rw [show q - 1 = 2 * m by omega] at hS
        linarith
      have e1 : (-1 : ℂ) ^ q = -1 := Odd.neg_one_pow ⟨m, h⟩
      rw [hS', pow_mul, hω.pow_eq_one, one_pow, e1, mul_one]

/-- For `q ≥ 1` and `ω` a primitive `q`-th root of unity, `G = V`, `M = V*`, `A = U`, `B = U*`
meet the hypotheses of `det_harmonics`. -/
theorem det_harmonics_witness (hq : 0 < q) (hω : IsPrimitiveRoot ω q) :
    (clock q ω).det ≠ 0 ∧ clock q ω * (clock q ω)ᴴ = (clock q ω)ᴴ * clock q ω ∧
      clock q ω * shift q = ω • (shift q * clock q ω) ∧
      ω • (clock q ω * (shift q)ᴴ) = (shift q)ᴴ * clock q ω := by
  have hstep : ∀ m : ℕ, ω ^ ((m + 1) % q) = ω * ω ^ m := fun m => by
    rw [← pow_eq_pow_mod _ hω.pow_eq_one, pow_succ']
  refine ⟨fun h => ?_, ?_, ?_, ?_⟩
  · have h1 := (det_neg_shift_clock hq hω).2
    rw [det_neg, h, mul_zero] at h1
    norm_num at h1
  · rw [clock, diagonal_conjTranspose, diagonal_mul_diagonal, diagonal_mul_diagonal]
    congr 1
    ext i
    exact mul_comm _ _
  · ext i j
    simp only [clock, shift, Matrix.diagonal_mul, Matrix.mul_diagonal, Matrix.smul_apply,
      smul_eq_mul, Matrix.of_apply]
    split_ifs with h
    · rw [h, hstep]; ring
    · simp
  · ext i j
    simp only [clock, shift, Matrix.diagonal_mul, Matrix.mul_diagonal, Matrix.smul_apply,
      smul_eq_mul, Matrix.of_apply, Matrix.conjTranspose_apply]
    split_ifs with h
    · rw [h, hstep, star_one]; ring
    · simp

/-- For `q ≥ 1` and `ω` a primitive `q`-th root of unity, the shift commutes with its adjoint,
and `U V* = ω V* U`. -/
theorem shift_relations (hq : 0 < q) (hω : IsPrimitiveRoot ω q) :
    shift q * (shift q)ᴴ = (shift q)ᴴ * shift q ∧
      shift q * (clock q ω)ᴴ = ω • ((clock q ω)ᴴ * shift q) := by
  constructor
  · have h : (shift q)ᴴ * shift q = 1 := by
      rw [shift_eq, conjTranspose_submatrix, conjTranspose_one,
        ← Matrix.submatrix_mul _ _ _ id _ Function.bijective_id, one_mul, submatrix_one_equiv]
    rw [h, mul_eq_one_comm.1 h]
  · have hn : ‖ω‖ = 1 := by
      rw [← pow_eq_one_iff_of_nonneg (norm_nonneg ω) hq.ne', ← norm_pow, hω.pow_eq_one, norm_one]
    have hu : ω * star ω = 1 := by
      have h := Complex.mul_conj ω
      rw [Complex.normSq_eq_norm_sq, hn] at h
      simpa using h
    ext i j
    simp only [clock, shift, diagonal_conjTranspose, Matrix.diagonal_mul, Matrix.mul_diagonal,
      Matrix.smul_apply, smul_eq_mul, Matrix.of_apply, Pi.star_apply]
    split_ifs with h
    · rw [h, ← pow_eq_pow_mod _ hω.pow_eq_one, pow_succ', star_mul']
      linear_combination (-(star (ω ^ (j : ℕ)))) * hu
    · simp

/-- Chambers relation for nonzero complex phase factors `x`, `y`, with `q ≥ 1` and `ω` a primitive
`q`-th root of unity: the determinant depends on them only through
`x^q + x^(-q) + y^q + y^(-q)`. -/
theorem chambers_complex (hq : 0 < q) (hω : IsPrimitiveRoot ω q) (E : ℂ) :
    ∃ c : ℂ, ∀ x y : ℂ, x ≠ 0 → y ≠ 0 →
      (E • (1 : Matrix (Fin q) (Fin q) ℂ) - (x • shift q + y • clock q ω +
        x⁻¹ • (shift q)ᴴ + y⁻¹ • (clock q ω)ᴴ)).det =
      c - (x ^ q + x⁻¹ ^ q) - (y ^ q + y⁻¹ ^ q) := by
  obtain ⟨dU, dV⟩ := det_neg_shift_clock hq hω
  obtain ⟨hV, hVV, h1, h2⟩ := det_harmonics_witness hq hω
  obtain ⟨hUU, h3⟩ := shift_relations hq hω
  have dU' : (-(shift q)ᴴ).det = -1 := by
    rw [← conjTranspose_neg, det_conjTranspose, dU]; simp
  have dV' : (-(clock q ω)ᴴ).det = -1 := by
    rw [← conjTranspose_neg, det_conjTranspose, dV]; simp
  have hU : (shift q).det ≠ 0 := fun h => by
    rw [det_neg, h, mul_zero] at dU
    norm_num at dU
  -- conjugation by the clock leaves only the powers `0`, `q`, `-q` of `x`, at any fixed `y`
  have hx := fun y : ℂ => det_harmonics hq hω
    (E • 1 - y • clock q ω - y⁻¹ • (clock q ω)ᴴ) (-shift q) (-(shift q)ᴴ) (clock q ω) hV
    (by simp only [mul_sub, sub_mul, mul_smul_comm, smul_mul_assoc, mul_one, one_mul, hVV])
    (by rw [mul_neg, neg_mul, smul_neg, h1]) (by rw [mul_neg, smul_neg, neg_mul, h2])
  -- conjugation by the shift leaves only the powers `0`, `q`, `-q` of `y`, at `x = 1`
  obtain ⟨d, hd⟩ := det_harmonics hq hω
    (E • 1 - shift q - (shift q)ᴴ) (-(clock q ω)ᴴ) (-clock q ω) (shift q) hU
    (by simp only [mul_sub, sub_mul, mul_smul_comm, smul_mul_assoc, mul_one, one_mul, hUU])
    (by rw [mul_neg, neg_mul, smul_neg, h3]) (by rw [mul_neg, smul_neg, neg_mul, h1])
  refine ⟨d + 2, fun x y hx0 hy0 => ?_⟩
  obtain ⟨c, hc⟩ := hx y
  have e1 := hc x hx0
  have e2 := hc 1 one_ne_zero
  have e3 := hd y⁻¹ (inv_ne_zero hy0)
  rw [dU, dU'] at e1 e2
  rw [dV, dV', inv_inv] at e3
  have m1 : E • (1 : Matrix (Fin q) (Fin q) ℂ) - (x • shift q + y • clock q ω +
      x⁻¹ • (shift q)ᴴ + y⁻¹ • (clock q ω)ᴴ) = E • 1 - y • clock q ω - y⁻¹ • (clock q ω)ᴴ +
      x • (-shift q) + x⁻¹ • (-(shift q)ᴴ) := by module
  have m2 : E • (1 : Matrix (Fin q) (Fin q) ℂ) - y • clock q ω - y⁻¹ • (clock q ω)ᴴ +
      (1 : ℂ) • (-shift q) + (1 : ℂ)⁻¹ • (-(shift q)ᴴ) = E • 1 - shift q - (shift q)ᴴ +
      y⁻¹ • (-(clock q ω)ᴴ) + y • (-clock q ω) := by
    rw [inv_one]; module
  rw [m2, e3, inv_one, one_pow] at e2
  rw [m1, e1]
  linear_combination -e2

/-- Chambers relation: for `q ≥ 1` and `ω` a primitive `q`-th root of unity,
`det (E - H(a,b)) + 2 cos(qa) + 2 cos(qb)` is a monic polynomial of degree `q` in `E`, the same
for all `a` and `b`. -/
theorem chambers_relation (hq : 0 < q) (hω : IsPrimitiveRoot ω q) :
    (chambersPoly q ω).Monic ∧ (chambersPoly q ω).natDegree = q ∧
      ∀ (E : ℂ) (a b : ℝ), (E • (1 : Matrix (Fin q) (Fin q) ℂ) - hofstadter q ω a b).det +
        2 * (Real.cos (q * a) : ℂ) + 2 * (Real.cos (q * b) : ℂ) = (chambersPoly q ω).eval E := by
  have : Nonempty (Fin q) := ⟨⟨0, hq⟩⟩
  refine ⟨(charpoly_monic _).add_of_left ?_, ?_, fun E a b => ?_⟩
  · refine lt_of_le_of_lt degree_C_le ?_
    rw [charpoly_degree_eq_dim, Fintype.card_fin]
    exact_mod_cast hq
  · rw [chambersPoly, natDegree_add_C, charpoly_natDegree_eq_dim, Fintype.card_fin]
  have hstar : ∀ t : ℝ, star (Complex.exp (t * Complex.I)) = (Complex.exp (t * Complex.I))⁻¹ := by
    intro t
    rw [← Complex.exp_neg]
    change (starRingEnd ℂ) (Complex.exp (t * Complex.I)) = _
    rw [← Complex.exp_conj]
    simp
  have hcos : ∀ t : ℝ, Complex.exp (t * Complex.I) ^ q + (Complex.exp (t * Complex.I))⁻¹ ^ q =
      2 * (Real.cos (q * t) : ℂ) := by
    intro t
    rw [← Complex.exp_neg, ← Complex.exp_nat_mul, ← Complex.exp_nat_mul, Complex.ofReal_cos,
      Complex.cos, show (q : ℂ) * (t * Complex.I) = (q * t) * Complex.I by ring,
      show (q : ℂ) * (-(t * Complex.I)) = -(q * t) * Complex.I by ring]
    push_cast
    ring
  obtain ⟨c, hc⟩ := chambers_complex hq hω E
  have key : ∀ s t : ℝ, (E • (1 : Matrix (Fin q) (Fin q) ℂ) - hofstadter q ω s t).det =
      c - 2 * (Real.cos (q * s) : ℂ) - 2 * (Real.cos (q * t) : ℂ) := by
    intro s t
    rw [← hcos s, ← hcos t, ← hc _ _ (Complex.exp_ne_zero _) (Complex.exp_ne_zero _),
      hofstadter, conjTranspose_add, conjTranspose_smul, conjTranspose_smul, hstar, hstar,
      ← add_assoc]
  have h0 := key 0 0
  rw [mul_zero, Real.cos_zero, Complex.ofReal_one] at h0
  rw [chambersPoly, eval_add, eval_C, Matrix.eval_charpoly, Matrix.scalar_apply,
    ← Matrix.smul_one_eq_diagonal, h0, key a b]
  ring

/-- For `q ≥ 1` and `ω` a primitive `q`-th root of unity, `E` solves the secular equation at some
real phases `a`, `b` exactly when the Chambers polynomial at `E` is real and lies in `[-4, 4]`. -/
theorem band_criterion (hq : 0 < q) (hω : IsPrimitiveRoot ω q) (E : ℂ) :
    (∃ a b : ℝ, (E • (1 : Matrix (Fin q) (Fin q) ℂ) - hofstadter q ω a b).det = 0) ↔
      ∃ t : ℝ, |t| ≤ 4 ∧ (chambersPoly q ω).eval E = t := by
  have h := (chambers_relation hq hω).2.2 E
  constructor
  · rintro ⟨a, b, hab⟩
    refine ⟨2 * Real.cos (q * a) + 2 * Real.cos (q * b), abs_le.2 ⟨?_, ?_⟩, ?_⟩
    · linarith [Real.neg_one_le_cos (q * a), Real.neg_one_le_cos (q * b)]
    · linarith [Real.cos_le_one (q * a), Real.cos_le_one (q * b)]
    · rw [← h a b, hab, zero_add]
      push_cast
      ring
  · rintro ⟨t, ht, hE⟩
    obtain ⟨t1, t2⟩ := abs_le.1 ht
    -- equal phases already sweep the whole interval
    have hq' : (q : ℝ) ≠ 0 := by exact_mod_cast hq.ne'
    have hc : Real.cos (q * (Real.arccos (t / 4) / q)) = t / 4 := by
      rw [mul_div_cancel₀ _ hq', Real.cos_arccos (by linarith) (by linarith)]
    refine ⟨Real.arccos (t / 4) / q, Real.arccos (t / 4) / q, ?_⟩
    have e := h (Real.arccos (t / 4) / q) (Real.arccos (t / 4) / q)
    rw [hc, hE] at e
    push_cast at e
    linear_combination e

end

end ChambersRelation
```

```lean
#print axioms ChambersRelation.chambers_relation
-- 'ChambersRelation.chambers_relation' depends on axioms: [propext, Classical.choice, Quot.sound]
#print axioms ChambersRelation.band_criterion
-- 'ChambersRelation.band_criterion' depends on axioms: [propext, Classical.choice, Quot.sound]
```

## Two phases, two cosines

`chambers_relation` answers that, for every $q\ge 1$,

$$\det(E-H(a,b))+2\cos(qa)+2\cos(qb)=P(E),$$

where $P$, called `chambersPoly`, is monic of degree $q$ and the same for all real $a,b$. It is defined as the characteristic polynomial of $H(0,0)$ plus 4.

The sites of the magnetic cell are $j=0,\dots,q-1$, the elements of `Fin q`. The matrix $U$ (`shift q`) moves site $j$ to $j+1$ modulo $q$, and $V$ (`clock q ω`) multiplies site $j$ by $\omega^j$. `hofstadter` is $H(a,b)=e^{ia}U+e^{ib}V$ plus its adjoint, with both hopping amplitudes set to 1. The hypothesis `IsPrimitiveRoot ω q` encodes the flux: $\omega=e^{2\pi i p/q}$.

`band_criterion` adds that a complex $E$ is an eigenvalue of some $H(a,b)$ exactly when $P(E)$ is real and lies in $[-4,4]$. For this non-interacting nearest-neighbour model, a single polynomial thus decides which energies belong to the bands.

The file starts from the $q\times q$ matrices; their derivation from the infinite lattice is assumed. Irrational flux and unequal hopping amplitudes are not treated.

## Why only the $q$-th harmonic survives

Replace the phase factors by nonzero complex numbers $x,y$ and fix $E$ and $y$. With $M=E-yV-y^{-1}V^\dagger$, $A=-U$ and $B=-U^\dagger$, the determinant is

$$D(x,y)=\det(M+xA+x^{-1}B).$$

Multiplying by $x^q$ gives $f(x)=\det(x^2A+xM+B)$. By `quadratic_det`, this is a polynomial of degree at most $2q$, with coefficient $\det A$ at $x^{2q}$ and constant term $\det B$; the proof expands the determinant over permutations.

Since $VU=\omega UV$, conjugation by $V$ leaves $M$ alone and turns $x$ into $\omega x$. Hence $D(\omega x,y)=D(x,y)$, and because $\omega^q=1$, also $f(\omega x)=f(x)$. Each coefficient obeys $f_k(\omega^k-1)=0$, so only $k=0,q,2q$ remain:

$$D(x,y)=c(y)+x^q\det A+x^{-q}\det B.$$

This is `det_harmonics`, where `hinv` is the invariance and `hpoly` the surviving coefficients. The commutation relations it needs come from `det_harmonics_witness` and `shift_relations`.

The determinants are computed in `det_neg_shift_clock`. A $q$-cycle has sign $(-1)^{q-1}$, so $\det(-U)=(-1)^q(-1)^{q-1}=-1$. For the clock,

$$\det(-V)=(-1)^q\,\omega^{q(q-1)/2}.$$

For odd $q$ the power of $\omega$ is 1; for even $q$ it is $(\omega^{q/2})^{q-1}=(-1)^{q-1}=-1$. Both cases give $-1$, and the adjoints have the same determinants. Therefore

$$D(x,y)=c(y)-x^q-x^{-q}.$$

At $x=1$, conjugation by $U$ treats the other phase likewise: $D(1,y)=d-y^q-y^{-q}$. Comparing the two gives $c(y)=d+2-y^q-y^{-q}$, and so `chambers_complex`:

$$D(x,y)=d+2-(x^q+x^{-q})-(y^q+y^{-q}).$$

Setting $x=e^{ia}$ and $y=e^{ib}$ produces the cosines. At $a=b=0$ the formula reads $\det(E-H(0,0))=d+2-4$, which identifies $d+2$ with $P(E)$.

For the bands, a vanishing determinant means $P(E)=2\cos(qa)+2\cos(qb)$, a real number in $[-4,4]$. Conversely, if $P(E)=t$ lies there, $a=b=\arccos(t/4)/q$ makes the determinant vanish.

## The phase on a single bond

Here every forward hop around the ring carries $e^{ia}$, and every backward hop $e^{-ia}$. A different gauge puts the whole phase $e^{iqa}$ on the bond that closes the ring. The spectrum is unchanged, but the first cosine becomes $2\cos k$ with $k=qa$, and the symmetry $x\to\omega x$ is no longer needed for that phase.
